# On a complex space of dimension n, any product of n commuting nilpotent operators is zero

## Can a long product of different excitations survive?

Without a bound on the length of nonzero excitation products, I can't tell at which order the expansion of the coupled-cluster exponential $e^T$ may stop. Here $T=\sum_i t_i\tau_i$, with amplitudes $t_i$ and excitation operators $\tau_i$ that commute with one another.

Suppose I have $m$ such operators, and each squares to zero. A product in which one of them occurs twice then vanishes, so a surviving product has at most $m$ factors. But this bound grows with the number of operators. Distinct spin-orbital excitations from one reference determinant number at most $n-1$, where $n$ is the dimension of my state space, because each leads to a different excited determinant. In a general family of commuting operators that square to zero, however, $m$ may exceed $n$. If I keep multiplying by a new excitation each time, can the product stay nonzero beyond $n$ factors? And can it do so if some operators need a higher power than the second to vanish?

## No: each factor costs at least one dimension

A nonzero product has at most $n-1$ factors, however many operators there are to choose from and whatever power kills each one. The reason is that every further factor lowers the rank.

**One operator on one subspace.** Let $\tau$ be nilpotent, and let $W\neq 0$ be a subspace with $\tau W\subseteq W$. If $\dim \tau W=\dim W$, then $\tau W=W$, and applying $\tau$ repeatedly gives $\tau^k W=W$ for every $k$. Some power $\tau^k$ is zero, so $W=0$, a contradiction. Hence
$$\dim \tau W\le \dim W-1 .$$

**One more factor in a product.** Let $P$ be a nonzero product of $k$ factors, and let $\tau$ be a nilpotent operator that commutes with each of them. Then $\tau P=P\tau$, so $\tau(Pv)=P(\tau v)$ for every vector $v$, and $\tau$ maps the range of $P$ into itself. The range of $\tau P$ is the image under $\tau$ of the range of $P$. The first step therefore gives
$$\operatorname{rank}(\tau P)\le\operatorname{rank}P-1 .$$

**Counting.** The empty product is the identity, of rank $n$. If a product is nonzero, so is the part that remains when its leftmost factor is removed. By induction, a nonzero product $P$ of $k$ factors satisfies
$$\operatorname{rank}P+k\le n .$$
For $k\ge n$ this would force $\operatorname{rank}P=0$, that is $P=0$. So every product of $n$ or more factors vanishes.

**The cluster operator.** Each $t_i\tau_i$ is nilpotent. If $A$ and $B$ commute, with $A^a=0$ and $B^b=0$ for $a,b\ge1$, then every term in the binomial expansion of $(A+B)^{a+b-1}$ contains $A^a$ or $B^b$, so $A+B$ is nilpotent. Adding the terms one at a time shows that $T$ is nilpotent. Now take $n$ copies of $T$ as the factors: they commute, so $T^n=0$ for all amplitudes. The exponential then stops:
$$e^T=\sum_{k=0}^{n-1}\frac{T^k}{k!}.$$

For coupled-cluster theory in a finite orbital basis, with commuting excitations, this makes $e^T$ a polynomial in $T$ of degree at most $n-1$. With $N$ electrons there is usually a much stronger bound: each excitation promotes at least one electron out of the occupied orbitals, so no product of more than $N$ factors survives. The dimension bound uses no electron count, only commutation and nilpotency.

## Strings, ranks and amplitudes in Lean

The state space is `V`, a complex vector space, and `Module.End ℂ V` is the type of linear operators on it. No inner product is needed. The assumption `FiniteDimensional ℂ V` corresponds to a finite basis, and `finrank ℂ V` is the dimension $n$.

A string is a list `l` of operators, and `l.prod` is their product in the order of the list, so the leftmost operator acts last. The predicate `IsExcitationString l` says that the members commute pairwise and that each is nilpotent. Repetitions are allowed. The name is broader than its use in chemistry: there is no reference determinant, and any commuting nilpotent operators qualify.

The main theorem, `excitation_string_eq_zero`, says that an excitation string whose length is at least the dimension has product zero. Its companion `length_lt_of_ne_zero` says that a string with nonzero product is strictly shorter than the dimension. The finer statement `rank_add_length_le` is the inequality $\operatorname{rank}P+k\le n$ for nonzero products.

In `clusterOperator t τ`, the index `i` runs over a finite type `ι`, `t i` is a complex amplitude and `τ i` an operator. The theorem `clusterOperator_pow_eq_zero` states $T^n=0$ under the assumptions that all the `τ i` commute and are nilpotent.

To apply this to electrons, one must still show that the second-quantised excitation operators have these two properties. They do when occupied and virtual orbitals are disjoint sets fixed by one reference determinant, because every operator then only annihilates occupied orbitals and creates virtual ones. Here commutation and nilpotency are assumed and not derived from the anticommutation relations.

```lean
import Mathlib

open Module

namespace ExcitationStrings

noncomputable section

variable {V : Type*} [AddCommGroup V] [Module ℂ V]

/-- An excitation string: a list of pairwise commuting nilpotent operators,
in which an operator may occur repeatedly. -/
def IsExcitationString (l : List (Module.End ℂ V)) : Prop :=
  l.Pairwise Commute ∧ ∀ τ ∈ l, IsNilpotent τ

/-- A nilpotent operator strictly lowers the dimension of every nonzero subspace that it
maps into itself, in a finite-dimensional state space. -/
theorem finrank_map_lt [FiniteDimensional ℂ V] {τ : Module.End ℂ V} (hτ : IsNilpotent τ)
    (W : Submodule ℂ V) (hW : ∀ w ∈ W, τ w ∈ W) (hne : W ≠ ⊥) :
    finrank ℂ (W.map τ) < finrank ℂ W := by
  have hle : W.map τ ≤ W := Submodule.map_le_iff_le_comap.2 (fun w hw => hW w hw)
  refine Submodule.finrank_lt_finrank_of_lt (lt_of_le_of_ne hle fun heq => hne ?_)
  -- if no dimension were lost, every power of τ would still reach all of W
  have key : ∀ k : ℕ, ∀ w ∈ W, ∃ v ∈ W, (τ ^ k) v = w := by
    intro k
    induction k with
    | zero => exact fun w hw => ⟨w, hw, by simp⟩
    | succ k ih =>
      intro w hw
      obtain ⟨v, hv, hvw⟩ := ih w hw
      have hv' : v ∈ W.map τ := by rw [heq]; exact hv
      obtain ⟨u, hu, huv⟩ := hv'
      exact ⟨u, hu, by rw [pow_succ, Module.End.mul_apply, huv, hvw]⟩
  obtain ⟨k, hk⟩ := hτ
  refine (Submodule.eq_bot_iff W).2 fun w hw => ?_
  obtain ⟨v, _, hv⟩ := key k w hw
  rw [← hv, hk, LinearMap.zero_apply]

/-- An operator that commutes with every factor of a string commutes with their product. -/
theorem commute_prod {τ : Module.End ℂ V} (l : List (Module.End ℂ V))
    (h : ∀ σ ∈ l, Commute τ σ) : Commute τ l.prod := by
  induction l with
  | nil => simp
  | cons σ l ih =>
    rw [List.prod_cons]
    exact (h σ (by simp)).mul_right (ih fun ρ hρ => h ρ (List.mem_cons_of_mem _ hρ))

/-- Each factor costs at least one dimension: in a finite-dimensional state space, the rank of a
nonvanishing excitation string plus its length is at most the dimension. -/
theorem rank_add_length_le [FiniteDimensional ℂ V] {l : List (Module.End ℂ V)}
    (hl : IsExcitationString l) (h0 : l.prod ≠ 0) :
    finrank ℂ (LinearMap.range l.prod) + l.length ≤ finrank ℂ V := by
  induction l with
  | nil =>
    rw [List.length_nil, add_zero]
    exact Submodule.finrank_le _
  | cons τ l ih =>
    have hp := List.pairwise_cons.1 hl.1
    have hl' : IsExcitationString l :=
      ⟨hp.2, fun σ hσ => hl.2 σ (List.mem_cons_of_mem _ hσ)⟩
    have hcomm : Commute τ l.prod := commute_prod l hp.1
    have hne : l.prod ≠ 0 := fun h => h0 (by rw [List.prod_cons, h, mul_zero])
    -- τ preserves the range of the remaining string, because it commutes with it
    have hinv : ∀ w ∈ LinearMap.range l.prod, τ w ∈ LinearMap.range l.prod := by
      rintro _ ⟨v, rfl⟩
      exact ⟨τ v, (LinearMap.congr_fun hcomm.eq v).symm⟩
    have hlt := finrank_map_lt (hl.2 τ (by simp)) (LinearMap.range l.prod) hinv
      (fun h => hne (LinearMap.range_eq_bot.1 h))
    have hr : LinearMap.range (τ :: l).prod = (LinearMap.range l.prod).map τ := by
      rw [List.prod_cons]
      exact LinearMap.range_comp l.prod τ
    have hrec := ih hl' hne
    rw [hr, List.length_cons]
    omega

/-- In a state space of finite dimension `n`, the product of an excitation string with
`n` or more factors is zero. -/
theorem excitation_string_eq_zero [FiniteDimensional ℂ V] {l : List (Module.End ℂ V)}
    (hl : IsExcitationString l) (hlen : finrank ℂ V ≤ l.length) : l.prod = 0 := by
  by_contra h0
  have h := rank_add_length_le hl h0
  have hz : finrank ℂ (LinearMap.range l.prod) = 0 := by omega
  exact h0 (LinearMap.range_eq_bot.1 (Submodule.finrank_eq_zero.1 hz))

/-- A nonvanishing excitation string has fewer factors than the finite dimension of the
state space. -/
theorem length_lt_of_ne_zero [FiniteDimensional ℂ V] {l : List (Module.End ℂ V)}
    (hl : IsExcitationString l) (h0 : l.prod ≠ 0) : l.length < finrank ℂ V :=
  lt_of_not_ge fun h => h0 (excitation_string_eq_zero hl h)

/-- Repeating one nilpotent operator any number of times gives an excitation string. -/
theorem isExcitationString_replicate {T : Module.End ℂ V} (hT : IsNilpotent T) (k : ℕ) :
    IsExcitationString (List.replicate k T) :=
  ⟨List.pairwise_replicate.2 (Or.inr (Commute.refl T)),
    fun σ hσ => by rw [List.eq_of_mem_replicate hσ]; exact hT⟩

/-- The cluster operator with amplitudes `t i` and excitation operators `τ i`. -/
def clusterOperator {ι : Type*} [Fintype ι] (t : ι → ℂ) (τ : ι → Module.End ℂ V) :
    Module.End ℂ V :=
  ∑ i, t i • τ i

/-- In a state space of finite dimension `n`, the `n`-th power of a cluster operator built
from pairwise commuting nilpotent excitations is zero, whatever the amplitudes. -/
theorem clusterOperator_pow_eq_zero [FiniteDimensional ℂ V] {ι : Type*} [Fintype ι]
    (t : ι → ℂ) (τ : ι → Module.End ℂ V) (hc : ∀ i j, Commute (τ i) (τ j))
    (hn : ∀ i, IsNilpotent (τ i)) : clusterOperator t τ ^ finrank ℂ V = 0 := by
  classical
  -- a sum of commuting nilpotent operators is nilpotent
  have key : ∀ s : Finset ι, IsNilpotent (∑ i ∈ s, t i • τ i) := by
    intro s
    induction s using Finset.induction_on with
    | empty => rw [Finset.sum_empty]; exact IsNilpotent.zero
    | insert a s ha ih =>
      rw [Finset.sum_insert ha]
      have h1 : IsNilpotent (t a • τ a) := by
        obtain ⟨k, hk⟩ := hn a
        exact ⟨k, by rw [smul_pow, hk, smul_zero]⟩
      exact Commute.isNilpotent_add
        (Commute.sum_right _ _ _ fun j _ => ((hc a j).smul_left _).smul_right _) h1 ih
  have h := excitation_string_eq_zero
    (isExcitationString_replicate (key Finset.univ) (finrank ℂ V)) (by simp)
  rwa [List.prod_replicate] at h

/-- The ladder operator on `n + 1` levels: it moves each amplitude up by one level and
discards the amplitude of the top level. -/
def ladder (n : ℕ) : Module.End ℂ (Fin (n + 1) → ℂ) where
  toFun f := fun i => Fin.cases 0 (fun j => f j.castSucc) i
  map_add' f g := by
    funext i
    cases i using Fin.cases <;> simp
  map_smul' c f := by
    funext i
    cases i using Fin.cases <;> simp

/-- The length bound is attained: on `n + 1` levels, `n` copies of the ladder operator form
an excitation string whose product is nonzero. -/
theorem ladder_string_witness (n : ℕ) :
    IsExcitationString (List.replicate n (ladder n)) ∧
      (List.replicate n (ladder n)).prod ≠ 0 := by
  -- after k steps the lowest k levels are empty
  have hA : ∀ (k : ℕ) (f : Fin (n + 1) → ℂ) (i : Fin (n + 1)),
      i.val < k → (ladder n ^ k) f i = 0 := by
    intro k f
    induction k with
    | zero => intro i hi; omega
    | succ k ih =>
      intro i hi
      rw [pow_succ', Module.End.mul_apply]
      cases i using Fin.cases with
      | zero => rfl
      | succ j => exact ih j.castSucc (by simpa using hi)
  -- after k steps the ground level has been carried to level k
  have hB : ∀ (k : ℕ) (hk : k < n + 1),
      (ladder n ^ k) (Pi.single 0 1) ⟨k, hk⟩ = 1 := by
    intro k
    induction k with
    | zero => intro hk; simp
    | succ k ih =>
      intro hk
      rw [pow_succ', Module.End.mul_apply]
      exact ih (by omega)
  refine ⟨isExcitationString_replicate
    ⟨n + 1, LinearMap.ext fun f => funext fun i => hA _ f i i.isLt⟩ n, fun h => ?_⟩
  rw [List.prod_replicate] at h
  have h1 := hB n (Nat.lt_succ_self n)
  rw [h] at h1
  simp at h1

/-- Without commutation the result fails: the raising and lowering matrices of a two-level
system both square to zero, but their product is nonzero. -/
theorem noncommuting_counterexample :
    (!![0, 1; 0, 0] : Matrix (Fin 2) (Fin 2) ℂ) * !![0, 1; 0, 0] = 0 ∧
    (!![0, 0; 1, 0] : Matrix (Fin 2) (Fin 2) ℂ) * !![0, 0; 1, 0] = 0 ∧
    (!![0, 1; 0, 0] : Matrix (Fin 2) (Fin 2) ℂ) * !![0, 0; 1, 0] ≠ 0 := by
  refine ⟨?_, ?_, fun h => ?_⟩
  · ext i j
    fin_cases i <;> fin_cases j <;> simp [Matrix.mul_apply, Fin.sum_univ_succ]
  · ext i j
    fin_cases i <;> fin_cases j <;> simp [Matrix.mul_apply, Fin.sum_univ_succ]
  · have h00 := congrFun (congrFun h 0) 0
    simp [Matrix.mul_apply, Fin.sum_univ_succ] at h00

end

end ExcitationStrings
```

```lean
#print axioms ExcitationStrings.length_lt_of_ne_zero
-- 'ExcitationStrings.length_lt_of_ne_zero' depends on axioms: [propext, Classical.choice, Quot.sound]
#print axioms ExcitationStrings.clusterOperator_pow_eq_zero
-- 'ExcitationStrings.clusterOperator_pow_eq_zero' depends on axioms: [propext, Classical.choice, Quot.sound]
#print axioms ExcitationStrings.noncommuting_counterexample
-- 'ExcitationStrings.noncommuting_counterexample' depends on axioms: [propext, Classical.choice, Quot.sound]
```

## From the rank argument to the Lean proof

`finrank_map_lt` is the step for one operator. The image of `W` lies in `W`, so it is enough to exclude equality. Assuming equality, the statement `key` shows by induction on `k` that every `w` in `W` has the form $\tau^k v$ with `v` in `W`. Choosing a `k` with $\tau^k=0$ makes every such `w` zero, which contradicts `W ≠ ⊥`.

`commute_prod` shows by induction on the list that an operator which commutes with every factor commutes with the product. The derivation above used this in writing $\tau P=P\tau$.

`rank_add_length_le` is the counting argument, by induction on the list. For a string `τ :: l`, the proof first checks that `l` is again an excitation string with nonzero product. Then `hinv` says that `τ` preserves the range of `l.prod`, `hlt` is the strict loss of dimension, and `hr` identifies the range of the longer product with the image under `τ`. The tactic `omega` combines `hlt` with the induction hypothesis `hrec` into the new inequality.

`excitation_string_eq_zero` assumes a nonzero product, deduces that its rank is zero, and so reaches a contradiction. `length_lt_of_ne_zero` is the contrapositive.

For the cluster operator, `isExcitationString_replicate` shows that copies of one nilpotent operator form an excitation string. In `clusterOperator_pow_eq_zero`, an induction over finite sets of indices adds one term at a time, with `Commute.isNilpotent_add` in place of the binomial argument. The main theorem is then applied to `finrank ℂ V` copies of $T$.

## A ladder that reaches the bound

The bound $n-1$ can't be improved in general. In `ladder n` the letter changes its meaning: there are $n+1$ levels, numbered $0$ to $n$, so the dimension is $n+1$ and the longest possible nonzero string has $n$ factors. The ladder operator $L$ acts on amplitudes $f_0,\dots,f_n$ by
$$(Lf)_0=0,\qquad (Lf)_{j+1}=f_j\quad(0\le j<n).$$
It moves a state on level $0$ up one level at a time, so $L^n$ carries it to level $n$ and is nonzero, while $L^{n+1}=0$. With a single level, $L=0$ and the surviving string is the empty one.

With three or more levels $L^2\neq0$, and this matters. If $\tau^2=0$ and $\tau$ maps a subspace $W$ into itself, then $\tau W$ lies in the kernel of $\tau$ on $W$, so $\dim\tau W\le\tfrac12\dim W$. Each factor that squares to zero therefore at least halves the rank, and a nonzero product of $k$ such commuting factors needs a space of dimension at least $2^k$. Spin-orbital excitations from one reference determinant square to zero, so in a large space their products vanish much earlier than the general bound says. This sharper bound is not part of the Lean code.

In `ladder_string_witness`, `hA` says that after `k` steps the lowest `k` levels are empty. With `k` equal to `n + 1` this gives nilpotency. The statement `hB` follows the unit amplitude from level $0$ to level `k`, and at `k` equal to `n` it shows that the product is nonzero.

## Two operators that don't commute

Nilpotency of each factor is not enough, even if each one squares to zero. For a two-level system take
$$\sigma_+=\begin{pmatrix}0&1\\0&0\end{pmatrix},\qquad \sigma_-=\begin{pmatrix}0&0\\1&0\end{pmatrix}.$$
Then $\sigma_+^2=\sigma_-^2=0$, but
$$\sigma_+\sigma_-=\begin{pmatrix}1&0\\0&0\end{pmatrix}\neq0,$$
a nonzero product of two factors in dimension two. The names follow the spin convention, in which the first basis vector is the upper level; in the ladder above, index $0$ is the lowest level. `noncommuting_counterexample` checks the two squares entry by entry and reads off the upper left entry of the mixed product.

The step that fails is the invariance of the range: $\sigma_+$ does not map the range of $\sigma_-$ into itself. The same mixture of excitation and de-excitation occurs in the exponent $T-T^\dagger$ of unitary coupled-cluster theory, so the argument for $T^n=0$ does not carry over to that exponent.

## The same bound inside a symmetry sector

Suppose that every operator in the string maps a subspace $W$ of dimension $d$ into itself. The restrictions to $W$ still commute and are still nilpotent, so any product of $d$ or more of them annihilates every vector in $W$. Excitations conserve the number of electrons, so on $N$-electron states one may count the dimension of the $N$-electron sector and not that of the whole Fock space. This sector bound and the finite sum for $e^T$ are short consequences drawn here in prose, without a Lean proof.
